# The exponentially cut-off sum of the frequencies n+θ, minus 1/ε², tends to −(θ²−θ+1/6)/2 as ε → 0⁺

For a free massless field on a circle, twisted boundary conditions shift the frequencies of one family of modes from n to n+θ, in suitable units. The ground-state energy should depend on this shift, but the zero-point sum that ought to show it is infinite. Comparing two twists term by term does not help. The first N terms of Σ(n+θ) and Σ(n+φ) differ by N(θ−φ), which grows without bound when θ ≠ φ. If the infinite constant is simply discarded by normal ordering, the dependence on the twist is discarded with it.

A cutoff on the frequencies gives the sum a finite value. Once a divergence common to all twists has been subtracted, what remains has a limit that depends on θ. The calculation needs only real analysis.

```lean
import Mathlib

open Filter Topology

namespace TwistedNormalOrdering

noncomputable section
```

## Frequencies, cutoff and constant

An oscillator with Hamiltonian ω(a†a + 1/2) has zero-point energy ω/2, in units with ħ = 1. For modes of frequency n+θ, with n = 0, 1, 2, …, the quantity to control is therefore the sum of the frequencies, and the factor 1/2 can be restored afterwards. With a cutoff parameter ε > 0, the regulated sum is

S(θ,ε) = Σ_{n≥0} (n+θ) exp(−ε(n+θ)).

The exponential suppresses each mode according to its full frequency n+θ, not according to its label n.

```lean
/-- The sum of the frequencies `n + θ`, `n = 0, 1, 2, …`, each term weighted with the exponential
cutoff `exp (-ε (n + θ))`. -/
def regulatedSum (θ ε : ℝ) : ℝ :=
  ∑' n : ℕ, ((n : ℝ) + θ) * Real.exp (-ε * ((n : ℝ) + θ))
```

In Lean, `regulatedSum θ ε` is this infinite sum, with θ and ε real numbers. Frequencies are dimensionless: on a circle of length L, with unit wave speed, they are measured in units of 2π/L.

The expected finite part is

C(θ) = −(θ² − θ + 1/6)/2.

```lean
/-- The polynomial `-(θ² - θ + 1/6)/2` in the twist `θ`. -/
def orderingConstant (θ : ℝ) : ℝ := -(θ ^ 2 - θ + 1 / 6) / 2
```

The definition `orderingConstant` only gives this polynomial a name; its connection with the mode sum is established by the limit theorem below. C(θ) belongs to the full sum of frequencies, so a single family of bosonic oscillators with these frequencies has half of it as its zero-point constant.

## Summing the modes at fixed cutoff

Put q = exp(−ε), so that 0 < q < 1. Each term factorises:

(n+θ) exp(−ε(n+θ)) = exp(−θε) (n qⁿ + θ qⁿ).

The geometric series and its derivative give

Σ_{n≥0} qⁿ = 1/(1−q),

Σ_{n≥0} n qⁿ = q/(1−q)².

Adding them with their coefficients yields

S(θ,ε) = exp(−θε) [q + θ(1−q)]/(1−q)².

Since q = 1 − (1−q), the bracket can be written in powers of 1−q, the quantity that becomes small when the cutoff is removed:

S(θ,ε) = exp(−θε) [1 − (1−θ)(1−q)]/(1−q)².

```lean
/-- For a positive cutoff parameter the regulated sum over modes converges, and its value is
an elementary function of `exp (-ε)` and `exp (-θ ε)`. -/
theorem hasSum_regulated (θ : ℝ) {ε : ℝ} (hε : 0 < ε) :
    HasSum (fun n : ℕ => ((n : ℝ) + θ) * Real.exp (-ε * ((n : ℝ) + θ)))
      (Real.exp (-(θ * ε)) * (1 - (1 - θ) * (1 - Real.exp (-ε))) /
        (1 - Real.exp (-ε)) ^ 2) := by
  have hq0 : 0 < Real.exp (-ε) := Real.exp_pos _
  have hq1 : Real.exp (-ε) < 1 := Real.exp_lt_one_iff.mpr (by linarith)
  have hne : 1 - Real.exp (-ε) ≠ 0 := by linarith
  have hnorm : ‖Real.exp (-ε)‖ < 1 := by
    rw [Real.norm_eq_abs, abs_of_pos hq0]
    exact hq1
  -- the geometric series and its derivative
  have h1 := hasSum_coe_mul_geometric_of_norm_lt_one hnorm
  have h2 := hasSum_geometric_of_lt_one hq0.le hq1
  have h := (h1.add (h2.mul_left θ)).mul_left (Real.exp (-(θ * ε)))
  have hf : (fun n : ℕ => ((n : ℝ) + θ) * Real.exp (-ε * ((n : ℝ) + θ))) =
      fun n : ℕ => Real.exp (-(θ * ε)) *
        ((n : ℝ) * Real.exp (-ε) ^ n + θ * Real.exp (-ε) ^ n) := by
    funext n
    have hexp : Real.exp (-ε * ((n : ℝ) + θ))
        = Real.exp (-(θ * ε)) * Real.exp (-ε) ^ n := by
      rw [← Real.exp_nat_mul, ← Real.exp_add]
      congr 1
      ring
    rw [hexp]
    ring
  have hval : ∀ p q : ℝ, 1 - q ≠ 0 → p * (1 - (1 - θ) * (1 - q)) / (1 - q) ^ 2 =
      p * (q / (1 - q) ^ 2 + θ * (1 - q)⁻¹) := by
    intro p q hq
    field_simp
    ring
  rw [hf, hval (Real.exp (-(θ * ε))) (Real.exp (-ε)) hne]
  exact h
```

A `HasSum` statement says that the series converges and that its sum is the displayed value. The theorem assumes ε > 0 and places no condition on θ. In the proof, `h1` and `h2` are the two series, `hf` is the factorisation of the terms, and `hval` is the rearrangement of the fraction.

## A Taylor remainder with a known limit

The closed form has a double pole at ε = 0. To find its finite part, the exponentials must be expanded far enough, with control of what is left over. For a real number c and a natural number n, define r(x) for x > 0 by

exp(cx) = Σ_{m<n} (cx)^m/m! + xⁿ r(x).

The first omitted Taylor term is (cx)ⁿ/n!, so r(x) should tend to cⁿ/n!. The exponential series supplies a constant C₀, depending on n, such that for |y| ≤ 1

|exp(y) − Σ_{m≤n} y^m/m!| ≤ C₀ |y|ⁿ⁺¹.

Setting y = cx and dividing by xⁿ gives, for small positive x,

|r(x) − cⁿ/n!| ≤ C₀ |c|ⁿ⁺¹ x.

The right-hand side tends to zero.

```lean
/-- For `x > 0` the exponential `exp (c x)` equals its Taylor polynomial of degree below `n` plus `x
^ n` times a coefficient that tends to `c ^ n / n!` as `x` tends to `0` from above. -/
theorem exp_expansion (c : ℝ) (n : ℕ) :
    ∃ r : ℝ → ℝ, Tendsto r (𝓝[>] 0) (𝓝 (c ^ n / (n.factorial : ℝ))) ∧
      ∀ x : ℝ, 0 < x → Real.exp (c * x) =
        ∑ m ∈ Finset.range n, (c * x) ^ m / (m.factorial : ℝ) + x ^ n * r x := by
  refine ⟨fun x => (Real.exp (c * x) -
    ∑ m ∈ Finset.range n, (c * x) ^ m / (m.factorial : ℝ)) / x ^ n, ?_, ?_⟩
  · obtain ⟨C, hC⟩ : ∃ C : ℝ, ∀ y : ℝ, |y| ≤ 1 →
        |Real.exp y - ∑ m ∈ Finset.range (n + 1), y ^ m / (m.factorial : ℝ)|
          ≤ |y| ^ (n + 1) * C :=
      ⟨_, fun y hy => Real.exp_bound hy (Nat.succ_pos n)⟩
    have hlim : Tendsto (fun x : ℝ => |c| ^ (n + 1) * C * x) (𝓝[>] 0) (𝓝 0) := by
      have hc : Continuous fun x : ℝ => |c| ^ (n + 1) * C * x := by fun_prop
      have h := hc.tendsto 0
      simp only [mul_zero] at h
      exact h.mono_left nhdsWithin_le_nhds
    have hsmall : Tendsto (fun x : ℝ => |c * x|) (𝓝[>] 0) (𝓝 0) := by
      have hc : Continuous fun x : ℝ => |c * x| := by fun_prop
      have h := hc.tendsto 0
      simp only [mul_zero, abs_zero] at h
      exact h.mono_left nhdsWithin_le_nhds
    rw [tendsto_iff_norm_sub_tendsto_zero]
    refine squeeze_zero' (Eventually.of_forall fun x => norm_nonneg _) ?_ hlim
    filter_upwards [hsmall.eventually_lt_const one_pos, self_mem_nhdsWithin] with x hx hx0
    have hpos : 0 < x := hx0
    have hb := hC (c * x) hx.le
    rw [Finset.sum_range_succ] at hb
    have hq : (c * x) ^ n / (n.factorial : ℝ) / x ^ n = c ^ n / (n.factorial : ℝ) := by
      rw [mul_pow, div_right_comm, mul_div_cancel_right₀ _ (pow_ne_zero n hpos.ne')]
    -- the next Taylor term is the limit, the rest is of higher order
    rw [← hq, ← sub_div, sub_sub, Real.norm_eq_abs, abs_div, abs_of_pos (pow_pos hpos n),
      div_le_iff₀ (pow_pos hpos n)]
    refine hb.trans (le_of_eq ?_)
    rw [abs_mul, abs_of_pos hpos]
    ring
  · intro x hx
    have hxn : x ^ n ≠ 0 := pow_ne_zero n hx.ne'
    rw [mul_div_cancel₀ _ hxn]
    ring
```

The notation `𝓝[>] 0` means that x approaches 0 through positive values. The proof takes the remainder divided by `x ^ n` as its `r`. It obtains the estimate from `Real.exp_bound`, uses `hsmall` to ensure that |cx| is eventually less than 1, and concludes with the squeeze argument `squeeze_zero'`. The second half of the proof recovers the expansion by multiplying back by `x ^ n`.

## Cancelling the double pole

Write x for ε. Two cases of the expansion are needed:

exp(−x) = 1 − x + x²/2 + x³ r(x), with r(x) → −1/6,

exp(−θx) = 1 − θx + x² b(x), with b(x) → θ²/2.

Introduce the abbreviations

v = 1/2 + x r(x),

u = 1 − x v.

Then v → 1/2 and u → 1, and the first expansion becomes

1 − exp(−x) = x u.

For x > 0 the left-hand side is positive, so u is not zero. Substitution into the closed form gives

S(θ,x) − 1/x² = N/(x² u²),

where

N = (1 − θx + x² b)(1 − (1−θ)x u) − u².

Multiply out the product and insert u² = 1 − 2xv + x²v². The constants 1 and −1 cancel, leaving

N = −(1−θ)x u − θx + 2xv + θ(1−θ)x² u + x² b (1 − (1−θ)x u) − x² v².

The first three terms still appear to be of order x. Using u = 1 − xv in the first and 2xv = x + 2x² r in the third, they become

−(1−θ)x + (1−θ)x² v − θx + x + 2x² r = (1−θ)x² v + 2x² r.

The linear terms have cancelled as well, and every remaining term carries a factor x²:

N/x² = (1−θ)v + 2r + θ(1−θ)u + b(1 − (1−θ)x u) − v².

All quantities on the right have limits. Since u² → 1,

S(θ,x) − 1/x² → (1−θ)/2 − 1/3 + θ(1−θ) + θ²/2 − 1/4.

The constants add up to −1/12, the terms linear in θ to θ/2, and the quadratic terms to −θ²/2. The limit is therefore

−1/12 + θ/2 − θ²/2 = −(θ² − θ + 1/6)/2 = C(θ).

```lean
/-- After subtraction of the divergence `1/ε²`, the regulated sum of the frequencies `n + θ`
tends to `-(θ² - θ + 1/6)/2` as the cutoff is removed, for every real `θ`. -/
theorem tendsto_regulatedSum (θ : ℝ) :
    Tendsto (fun ε => regulatedSum θ ε - 1 / ε ^ 2) (𝓝[>] 0)
      (𝓝 (orderingConstant θ)) := by
  obtain ⟨r, hr0, er⟩ := exp_expansion (-1) 3
  obtain ⟨b, hb0, eb⟩ := exp_expansion (-θ) 2
  have hr : Tendsto r (𝓝[>] 0) (𝓝 (-1 / 6)) := by
    convert hr0 using 2
    norm_num [Nat.factorial]
  have hb : Tendsto b (𝓝[>] 0) (𝓝 (θ ^ 2 / 2)) := by
    convert hb0 using 2
    norm_num [Nat.factorial]
  have hx : Tendsto (fun x : ℝ => x) (𝓝[>] 0) (𝓝 0) := nhdsWithin_le_nhds
  have hv : Tendsto (fun x => 1 / 2 + x * r x) (𝓝[>] 0) (𝓝 (1 / 2)) := by
    have h := (hx.mul hr).const_add (1 / 2 : ℝ)
    rw [zero_mul, add_zero] at h
    exact h
  have hu : Tendsto (fun x => 1 - x * (1 / 2 + x * r x)) (𝓝[>] 0) (𝓝 1) := by
    simpa using (hx.mul hv).const_sub 1
  have hF := ((((hv.const_mul (1 - θ)).add (hr.const_mul 2)).add
    (hu.const_mul (θ * (1 - θ)))).add
    (hb.mul (((hx.mul hu).const_mul (1 - θ)).const_sub 1))).sub (hv.pow 2)
  have h := hF.div (hu.pow 2) (by norm_num)
  have hval : orderingConstant θ = ((1 - θ) * (1 / 2) + 2 * (-1 / 6) + θ * (1 - θ) * 1
      + θ ^ 2 / 2 * (1 - (1 - θ) * (0 * 1)) - (1 / 2) ^ 2) / 1 ^ 2 := by
    unfold orderingConstant
    ring
  rw [hval]
  refine h.congr' ?_
  filter_upwards [self_mem_nhdsWithin] with x hx0
  have hpos : 0 < x := hx0
  change ((1 - θ) * (1 / 2 + x * r x) + 2 * r x + θ * (1 - θ) * (1 - x * (1 / 2 + x * r x))
      + b x * (1 - (1 - θ) * (x * (1 - x * (1 / 2 + x * r x)))) - (1 / 2 + x * r x) ^ 2)
      / (1 - x * (1 / 2 + x * r x)) ^ 2 = regulatedSum θ x - 1 / x ^ 2
  have h1 : 1 - Real.exp (-x) = x * (1 - x * (1 / 2 + x * r x)) := by
    have e := er x hpos
    rw [neg_one_mul] at e
    rw [e]
    simp only [Finset.sum_range_succ, Finset.sum_range_zero, Nat.factorial]
    push_cast
    ring
  have h2 : Real.exp (-(θ * x)) = 1 - θ * x + x ^ 2 * b x := by
    have e := eb x hpos
    rw [neg_mul] at e
    rw [e]
    simp only [Finset.sum_range_succ, Finset.sum_range_zero, Nat.factorial]
    push_cast
    ring
  have hu0 : 1 - x * (1 / 2 + x * r x) ≠ 0 := by
    intro h0
    have hlt : Real.exp (-x) < 1 := Real.exp_lt_one_iff.mpr (by linarith)
    rw [h0, mul_zero] at h1
    linarith
  have hs : regulatedSum θ x = _ := (hasSum_regulated θ hpos).tsum_eq
  -- the double pole cancels identically
  have hx2 : x ^ 2 ≠ 0 := pow_ne_zero 2 hpos.ne'
  have hxu := pow_ne_zero 2 (mul_ne_zero hpos.ne' hu0)
  rw [hs, h1, h2, div_sub_div _ _ hxu hx2,
    div_eq_div_iff (pow_ne_zero 2 hu0) (mul_ne_zero hxu hx2)]
  ring
```

The theorem `tendsto_regulatedSum` states this limit for every real θ. The oscillator interpretation requires θ > 0, so that all frequencies are positive; the identity for the sum does not.

The Lean proof follows the same route. The functions `r` and `b` come from `exp_expansion`, while `hv` and `hu` give the limits of the expressions called v and u above. The limit of N/x² is assembled in `hF` and divided by that of u² in `h`. The step `h.congr'` transfers the limit to the regulated sum, which requires the two expressions to agree for positive x. There `h1` and `h2` insert the expansions, `hu0` shows that u is nonzero, and the final `ring` verifies the cancellation after denominators have been cleared.

The subtraction of 1/ε² is a prescription that the theorem takes as given. Physically it stands for a constant energy density: if the cutoff is a fixed length a, then ε = 2πa/L, and the divergent part of the frequency sum, (2π/L)/ε² = L/(2πa²), is proportional to the length of the circle. A counterterm of this kind is the same for every twist.

## Half-integer frequencies

An antiperiodic field has θ = 1/2. Substitution gives

C(1/2) = −(1/4 − 1/2 + 1/6)/2 = 1/24.

```lean
/-- For half-integer frequencies `n + 1/2` the subtracted sum tends to `1/24`. -/
theorem tendsto_half_integer_modes :
    Tendsto (fun ε => regulatedSum (1 / 2) ε - 1 / ε ^ 2) (𝓝[>] 0) (𝓝 (1 / 24)) := by
  convert tendsto_regulatedSum (1 / 2) using 2
  norm_num [orderingConstant]
```

The number 1/24 is the limit for the full sum of the frequencies n+1/2. With the zero-point factor 1/2, one real bosonic family of such modes contributes 1/48.

## Comparing two twists

Because the divergence does not depend on θ, it drops out when two regulated sums with the same ε are subtracted:

S(θ,ε) − S(φ,ε) → C(θ) − C(φ).

The constants 1/6 cancel, and the rest factorises:

C(θ) − C(φ) = (φ² − θ² − φ + θ)/2 = (φ−θ)(φ+θ−1)/2.

```lean
/-- The difference of the regulated sums for two twists `θ` and `φ` has the finite limit
`(φ - θ)(φ + θ - 1)/2` without any subtraction. -/
theorem tendsto_twist_difference (θ φ : ℝ) :
    Tendsto (fun ε => regulatedSum θ ε - regulatedSum φ ε) (𝓝[>] 0)
      (𝓝 ((φ - θ) * (φ + θ - 1) / 2)) := by
  have h := (tendsto_regulatedSum θ).sub (tendsto_regulatedSum φ)
  convert h using 2
  · ring
  · unfold orderingConstant
    ring
```

This settles the comparison that failed term by term. In `tendsto_twist_difference` both twists are arbitrary real numbers and no counterterm appears. The proof subtracts two instances of the main limit; one `ring` removes the common 1/ε², and the other checks the factorisation.

## Both mode families of a complex boson

A complex boson with twist 0 < θ < 1 has, among the waves moving in one direction, two families of oscillators. Their frequencies are n+θ and n+1−θ, for particles and antiparticles respectively. The regulated zero-point energy is half the sum over both families, and subtracting 1/ε² from it amounts to averaging two subtracted sums:

[S(θ,ε) + S(1−θ,ε)]/2 − 1/ε² → [C(θ) + C(1−θ)]/2.

The constant is symmetric under exchange of the families, because

(1−θ)² − (1−θ) = θ² − θ.

Hence C(1−θ) = C(θ), and the limit is C(θ) itself.

```lean
/-- The average of the regulated sums for the twists `θ` and `1 - θ`, minus `1/ε²`, tends to `-(θ² -
θ + 1/6)/2` as `ε` tends to `0` from above. -/
theorem tendsto_complex_boson (θ : ℝ) :
    Tendsto (fun ε => (regulatedSum θ ε + regulatedSum (1 - θ) ε) / 2 - 1 / ε ^ 2)
      (𝓝[>] 0) (𝓝 (orderingConstant θ)) := by
  have h := ((tendsto_regulatedSum θ).add (tendsto_regulatedSum (1 - θ))).div_const 2
  convert h using 2
  · ring
  · unfold orderingConstant
    ring

end

end TwistedNormalOrdering
```

Here `orderingConstant θ` is the zero-point constant with the factor 1/2 already included. The proof adds the main limit at θ and at 1−θ, divides by 2, and simplifies both sides.

For a non-interacting massless complex bosonic field on a circle of length L, with ħ = 1, unit wave speed and twist 0 < θ < 1, this constant times 2π/L is the twist-dependent ground-state energy of the waves moving in one direction, once the constant energy density has been removed. The file works with the frequency sums alone: the Fock space, the Hamiltonian and its mode expansion are physical input, and the exponential is the only cutoff function treated.

```lean
#print axioms TwistedNormalOrdering.tendsto_regulatedSum
-- 'TwistedNormalOrdering.tendsto_regulatedSum' depends on axioms: [propext, Classical.choice, Quot.sound]
#print axioms TwistedNormalOrdering.tendsto_half_integer_modes
-- 'TwistedNormalOrdering.tendsto_half_integer_modes' depends on axioms: [propext, Classical.choice, Quot.sound]
#print axioms TwistedNormalOrdering.tendsto_twist_difference
-- 'TwistedNormalOrdering.tendsto_twist_difference' depends on axioms: [propext, Classical.choice, Quot.sound]
#print axioms TwistedNormalOrdering.tendsto_complex_boson
-- 'TwistedNormalOrdering.tendsto_complex_boson' depends on axioms: [propext, Classical.choice, Quot.sound]
```
